# Two spherical Gaussian spin clouds have a smaller |D| than point dipoles at the same distance

**Q:** Your formal statement treats the zero-field splitting \(D\) as a functional of a radial potential \(\varphi\), evaluated at one distance \(r\). I know \(D\) as a parameter in a spin Hamiltonian. What connects the two?

**A:** The dipolar coupling of two spins. Its anisotropic part comes from second derivatives of \(\varphi(|\mathbf R|)\), where \(\mathbf R\) joins the centres of the spin distributions and \(r=|\mathbf R|\). For a triplet with total spin \(\mathbf S\), write the Hamiltonian as \(\mathbf S\cdot\mathsf D\cdot\mathbf S\) with

\[
\mathsf D_{ij}=-\frac C2\,\partial_i\partial_j\varphi,\qquad C=\frac{\mu_0}{4\pi}g^2\mu_B^2 .
\]

Here \(\mu_0\) is the vacuum permeability, \(g\) the common g-factor and \(\mu_B\) the Bohr magneton. The factor \(1/2\) arises on passing from the two individual spins to \(\mathbf S\). With \(z\) along \(\mathbf R\), the axial parameter is the parallel component minus the perpendicular one:

\[
D=-\frac C2\,r\left(\frac{\varphi'}{r}\right)' .
\]

The file takes this formula as its definition, `axialD`, and leaves \(C\) an arbitrary real number. Point dipoles correspond to \(\varphi=1/r\), and the clouds to \(\varphi=\operatorname{erf}(ar)/r\).

```lean
import Mathlib

open Filter Topology Set MeasureTheory
open scoped Real

namespace SpinSpinDelocalization

noncomputable section

/-- The error function, defined by its integral. -/
def erf (x : ℝ) : ℝ := 2 / √π * ∫ t in (0 : ℝ)..x, Real.exp (-t ^ 2)

/-- The interaction potential `erf (a r) / r` of two Gaussian spin clouds at distance `r ≠ 0`. -/
def cloud (a r : ℝ) : ℝ := erf (a * r) / r

/-- The damping factor of the dipolar coupling, as a function of the reduced distance. -/
def damping (x : ℝ) : ℝ :=
  erf x - 2 / √π * x * (1 + 2 * x ^ 2 / 3) * Real.exp (-x ^ 2)

/-- The axial zero-field splitting `D = -(C/2) r (φ'/r)'` of a triplet whose two spins, at distance
`r > 0`, interact through the radial potential `φ` with coupling constant `C`. -/
def axialD (C : ℝ) (φ : ℝ → ℝ) (r : ℝ) : ℝ :=
  -(C / 2) * (r * deriv (fun s => deriv φ s / s) r)

/-- Three-dimensional physical space. -/
abbrev Space := EuclideanSpace ℝ (Fin 3)
```

**Q:** Where does \(a\) come from, and what have you assumed about the electrons?

**A:** If the clouds are normalised Gaussians with variances \(\sigma_1^2,\sigma_2^2\) per Cartesian direction, averaging \(1/|\mathbf r_1-\mathbf r_2|\) over both gives \(\operatorname{erf}(ar)/r\) with \(a=1/\sqrt{2(\sigma_1^2+\sigma_2^2)}\). The file starts from that potential and does not carry out the average. The model has two spherical clouds and no exchange contribution to the pair density, and it omits spin–orbit contributions to \(D\). "Delocalization" here means broadening the clouds while their centres stay put.

**Q:** Then show me the damping factor. Why should that combination of an error function and a Gaussian be monotone?

**A:** Because almost everything cancels in its derivative. The file's `damping` is

\[
f(x)=\operatorname{erf}x-\frac{2}{\sqrt\pi}\left(x+\frac{2x^3}{3}\right)e^{-x^2},
\qquad
\operatorname{erf}x=\frac{2}{\sqrt\pi}\int_0^x e^{-t^2}\,dt .
\]

The error function has derivative \((2/\sqrt\pi)e^{-x^2}\). The product rule gives

\[
\frac{d}{dx}\left[\left(x+\frac{2x^3}{3}\right)e^{-x^2}\right]
=\left(1+2x^2-2x^2-\frac{4x^4}{3}\right)e^{-x^2}
=\left(1-\frac{4x^4}{3}\right)e^{-x^2},
\]

so

\[
f'(x)=\frac{8x^4}{3\sqrt\pi}\,e^{-x^2}.
\]

In Lean, `HasDerivAt` says that a function is differentiable at a point with the stated derivative. The first lemma below is the fundamental theorem of calculus. The second assembles the product rule and lets `ring` do the cancellation.

```lean
/-- The error function has derivative `2 exp (-x²) / √π` at every real `x`. -/
theorem hasDerivAt_erf (x : ℝ) : HasDerivAt erf (2 / √π * Real.exp (-x ^ 2)) x := by
  have hc : Continuous (fun t : ℝ => Real.exp (-t ^ 2)) := by fun_prop
  exact (hc.integral_hasStrictDerivAt 0 x).hasDerivAt.const_mul (2 / √π)

/-- The damping factor has slope `8 x⁴ exp (-x²) / (3 √π)`. -/
theorem hasDerivAt_damping (x : ℝ) :
    HasDerivAt damping (8 / (3 * √π) * x ^ 4 * Real.exp (-x ^ 2)) x := by
  have hsq : HasDerivAt (fun y : ℝ => y ^ 2) (2 * x) x := by
    simpa using hasDerivAt_pow 2 x
  have he : HasDerivAt (fun y : ℝ => Real.exp (-y ^ 2))
      (Real.exp (-x ^ 2) * (-(2 * x))) x := hsq.fun_neg.exp
  have hq : HasDerivAt (fun y : ℝ => 1 + 2 * y ^ 2 / 3) (2 * (2 * x) / 3) x :=
    ((hsq.const_mul 2).div_const 3).const_add 1
  have hl : HasDerivAt (fun y : ℝ => 2 / √π * y) (2 / √π * 1) x :=
    (hasDerivAt_id' x).const_mul (2 / √π)
  exact ((hasDerivAt_erf x).fun_sub ((hl.fun_mul hq).fun_mul he)).congr_deriv (by ring)
```

**Q:** The slope vanishes at \(x=0\). Does that spoil strict growth?

**A:** No. A continuous function on \([0,\infty)\) with positive derivative in the interior is strictly increasing on the whole half-line, endpoint included. That is the criterion the proof applies.

```lean
/-- The damping factor increases strictly with the reduced distance `x ≥ 0`. -/
theorem damping_strictMonoOn : StrictMonoOn damping (Ici 0) := by
  refine strictMonoOn_of_deriv_pos (convex_Ici 0)
    (fun x _ => (hasDerivAt_damping x).continuousAt.continuousWithinAt) fun x hx => ?_
  rw [interior_Ici] at hx
  have hx' : 0 < x := hx
  rw [(hasDerivAt_damping x).deriv]
  positivity
```

**Q:** Growth alone doesn't keep \(f\) below one.

**A:** The limit does. Since \(\int_0^\infty e^{-t^2}dt=\sqrt\pi/2\), the error function tends to one. For \(x\ge1\) we have \(e^{-x^2}\le e^{-x}\), so the remaining term lies between zero and

\[
\frac{2}{\sqrt\pi}\left(x+\frac{2x^3}{3}\right)e^{-x},
\]

which tends to zero. The proof follows the same squeeze, and \(f(x)\to1\).

```lean
/-- At large reduced distance the damping factor tends to one. -/
theorem damping_tendsto : Tendsto damping atTop (𝓝 1) := by
  have hpi : √π ≠ 0 := by positivity
  -- the error function tends to one by the Gaussian integral
  have hint : IntegrableOn (fun t : ℝ => Real.exp (-t ^ 2)) (Ioi 0) := by
    have h := integrable_exp_neg_mul_sq (b := 1) one_pos
    simp only [neg_mul, one_mul] at h
    exact h.integrableOn
  have hval : ∫ t in Ioi (0 : ℝ), Real.exp (-t ^ 2) = √π / 2 := by
    simpa using integral_gaussian_Ioi 1
  have h1 : Tendsto erf atTop (𝓝 1) := by
    have h := (intervalIntegral_tendsto_integral_Ioi 0 hint tendsto_id).const_mul (2 / √π)
    rw [hval, show 2 / √π * (√π / 2) = 1 by field_simp] at h
    exact h
  -- the remaining term is squeezed by powers times a simple exponential
  have h2 : Tendsto (fun x : ℝ => 2 / √π * (x ^ 1 * Real.exp (-x) +
      2 / 3 * (x ^ 3 * Real.exp (-x)))) atTop (𝓝 0) := by
    simpa using ((Real.tendsto_pow_mul_exp_neg_atTop_nhds_zero 1).add
      ((Real.tendsto_pow_mul_exp_neg_atTop_nhds_zero 3).const_mul (2 / 3))).const_mul (2 / √π)
  have h3 : Tendsto (fun x : ℝ => 2 / √π * x * (1 + 2 * x ^ 2 / 3) * Real.exp (-x ^ 2))
      atTop (𝓝 0) := by
    refine squeeze_zero' ?_ ?_ h2
    · filter_upwards [eventually_ge_atTop (1 : ℝ)] with x hx
      have : 0 < x := by linarith
      positivity
    · filter_upwards [eventually_ge_atTop (1 : ℝ)] with x hx
      have hx0 : 0 < x := by linarith
      have he : Real.exp (-x ^ 2) ≤ Real.exp (-x) := Real.exp_le_exp.mpr (by nlinarith)
      calc 2 / √π * x * (1 + 2 * x ^ 2 / 3) * Real.exp (-x ^ 2)
          ≤ 2 / √π * x * (1 + 2 * x ^ 2 / 3) * Real.exp (-x) :=
            mul_le_mul_of_nonneg_left he (by positivity)
        _ = _ := by ring
  have h := h1.sub h3
  rw [sub_zero] at h
  exact h
```

For \(x>0\), strict growth from \(f(0)=0\) gives \(f(x)>0\). It also gives \(f(x)<f(x+1)\), and \(f(x+1)\le1\) because an increasing function stays at or below its limit. The intermediate point \(x+1\) is what makes the upper bound strict.

```lean
/-- At every reduced distance `x > 0` the damping factor lies strictly between zero and one. -/
theorem damping_mem_Ioo {x : ℝ} (hx : 0 < x) : damping x ∈ Ioo (0 : ℝ) 1 := by
  have h0 : damping 0 = 0 := by simp [damping, erf]
  constructor
  · rw [← h0]
    exact damping_strictMonoOn self_mem_Ici hx.le hx
  · have hx1 : (0 : ℝ) ≤ x + 1 := by linarith
    refine (damping_strictMonoOn hx.le hx1 (lt_add_one x)).trans_le
      (ge_of_tendsto damping_tendsto ?_)
    filter_upwards [eventually_ge_atTop (x + 1)] with y hy
    exact damping_strictMonoOn.monotoneOn hx1 (hx1.trans hy) hy
```

**Q:** So far \(f\) is just a function. Where does the potential produce it?

**A:** In two differentiations. For \(\varphi(r)=\operatorname{erf}(ar)/r\),

\[
\varphi'(r)=\frac{2a}{\sqrt\pi}\frac{e^{-a^2r^2}}{r}-\frac{\operatorname{erf}(ar)}{r^2},
\qquad
\frac{\varphi'}{r}=\frac{N(r)}{r^3},
\]

with

\[
N(r)=\frac{2a}{\sqrt\pi}\,r e^{-a^2r^2}-\operatorname{erf}(ar),
\qquad
N'(r)=-\frac{4a^3}{\sqrt\pi}\,r^2e^{-a^2r^2}.
\]

The quotient rule then gives

\[
\left(\frac{\varphi'}{r}\right)'=\frac{N'}{r^3}-\frac{3N}{r^4}
=\frac{3}{r^4}\left[\operatorname{erf}(ar)-\frac{2}{\sqrt\pi}\left(ar+\frac{2a^3r^3}{3}\right)e^{-a^2r^2}\right]
=\frac{3}{r^4}f(ar).
\]

Multiplying by \(r\) yields \(r(\varphi'/r)'=(3/r^3)f(ar)\). The second lemma below differentiates the actual derivative of `cloud`: it replaces `deriv (cloud a) s` by the closed form throughout a neighbourhood of \(r\) that avoids the origin. The final algebra treats the exponential and the error function as independent symbols.

```lean
/-- The radial derivative of the cloud potential at distance `r ≠ 0`. -/
theorem hasDerivAt_cloud (a : ℝ) {r : ℝ} (hr : r ≠ 0) : HasDerivAt (cloud a)
    (2 * a / √π * Real.exp (-(a * r) ^ 2) / r - erf (a * r) / r ^ 2) r := by
  have hl : HasDerivAt (fun s : ℝ => a * s) (a * 1) r := (hasDerivAt_id' r).const_mul a
  have h := HasDerivAt.comp (h := fun s : ℝ => a * s) r (hasDerivAt_erf (a * r)) hl
  refine (h.fun_div (hasDerivAt_id' r) hr).congr_deriv ?_
  simp only [Function.comp_apply]
  linear_combination (2 * a / √π * Real.exp (-(a * r) ^ 2) / r) * mul_inv_cancel₀ hr

/-- For the cloud potential `φ` and `r > 0`, `r (φ'/r)'` is `3/r³` times the damping factor
at `a r`; the statement gives `(φ'/r)'` itself. -/
theorem hasDerivAt_cloud_ratio (a : ℝ) {r : ℝ} (hr : 0 < r) :
    HasDerivAt (fun s => deriv (cloud a) s / s) (3 / r ^ 3 * damping (a * r) / r) r := by
  have hpi : √π ≠ 0 := by positivity
  have hr0 : r ≠ 0 := hr.ne'
  have hl : HasDerivAt (fun s : ℝ => a * s) (a * 1) r := (hasDerivAt_id' r).const_mul a
  have hF : HasDerivAt (fun s : ℝ => erf (a * s))
      (2 / √π * Real.exp (-(a * r) ^ 2) * (a * 1)) r :=
    HasDerivAt.comp (h := fun s : ℝ => a * s) r (hasDerivAt_erf (a * r)) hl
  have hE : HasDerivAt (fun s : ℝ => Real.exp (-(a * s) ^ 2))
      (Real.exp (-(a * r) ^ 2) * (-(2 * (a * r) * a))) r :=
    (hl.fun_pow 2).fun_neg.exp.congr_deriv (by push_cast; ring)
  have hc : HasDerivAt (fun s : ℝ => s ^ 3) (3 * r ^ 2) r := by
    simpa using hasDerivAt_pow 3 r
  have h := (((hE.const_mul (2 * a / √π)).fun_mul (hasDerivAt_id' r)).fun_sub hF).fun_div hc
    (pow_ne_zero 3 hr0)
  refine (h.congr_deriv ?_).congr_of_eventuallyEq ?_
  · unfold damping
    generalize Real.exp (-(a * r) ^ 2) = E
    generalize erf (a * r) = F
    field_simp
    ring
  · filter_upwards [eventually_ne_nhds hr0] with s hs
    rw [(hasDerivAt_cloud a hs).deriv]
    field_simp
```

**Q:** A radial formula could still hide a mistake about the tensor. Did you check the three-dimensional object?

**A:** Yes, with directional derivatives. `Space` is Euclidean three-space, and `inner ℝ R u` is the dot product \(\mathbf R\cdot\mathbf u\). Moving from \(\mathbf R\ne0\) along \(\mathbf u\) changes \(|\mathbf R|\) at the rate \(\mathbf R\cdot\mathbf u/|\mathbf R|\).

```lean
/-- Moving from `R ≠ 0` along `u`, the distance to the origin changes at the rate `R·u/|R|`. -/
theorem hasDerivAt_norm_line {R : Space} (hR : R ≠ 0) (u : Space) :
    HasDerivAt (fun s : ℝ => ‖R + s • u‖) (inner ℝ R u / ‖R‖) 0 := by
  have h : HasDerivAt (fun s : ℝ => R + s • u) u 0 :=
    (((hasDerivAt_id' (0 : ℝ)).smul_const u).const_add R).congr_deriv (one_smul ℝ u)
  have h2 := h.norm_sq.sqrt (by simp [hR])
  have e : (fun s : ℝ => ‖R + s • u‖) = fun s : ℝ => √(‖R + s • u‖ ^ 2) := by
    funext s
    rw [Real.sqrt_sq (norm_nonneg _)]
  rw [e]
  refine h2.congr_deriv ?_
  simp only [zero_smul, add_zero, Real.sqrt_sq (norm_nonneg R)]
  exact mul_div_mul_left _ _ two_ne_zero
```

The first derivative along \(\mathbf u\) is therefore \((\varphi'/r)(\mathbf R\cdot\mathbf u)\). Differentiating this along \(\mathbf v\) gives

\[
\left(\frac{\varphi'}{r}\right)'\frac{(\mathbf R\cdot\mathbf u)(\mathbf R\cdot\mathbf v)}{r}
+\frac{\varphi'}{r}\,\mathbf u\cdot\mathbf v .
\]

The formula for \(N\) also gives

\[
\frac{\varphi'}{r}=-\frac{f(ar)}{r^3}-\frac{4a^3}{3\sqrt\pi}e^{-a^2r^2}.
\]

Substituting both results, the second derivative is

\[
f(ar)\,\frac{3(\mathbf R\cdot\mathbf u)(\mathbf R\cdot\mathbf v)-r^2\,\mathbf u\cdot\mathbf v}{r^5}
-\frac{4a^3}{3\sqrt\pi}e^{-a^2r^2}\,\mathbf u\cdot\mathbf v .
\]

In the proof, `hgrad` is the first derivative at every point off the origin, and `h1` and `h2` are the two factors for the product rule.

```lean
/-- At separation `R ≠ 0` the second derivative of the cloud potential along `u` and `v` is the
point-dipole tensor times the damping factor, plus an isotropic Gaussian term. -/
theorem cloud_dipolar_tensor (a : ℝ) {R : Space} (hR : R ≠ 0) (u v : Space) :
    HasDerivAt (fun s : ℝ => deriv (fun t : ℝ => cloud a ‖R + s • v + t • u‖) 0)
      (damping (a * ‖R‖) *
          ((3 * inner ℝ R u * inner ℝ R v - ‖R‖ ^ 2 * inner ℝ v u) / ‖R‖ ^ 5)
        - 4 * a ^ 3 / (3 * √π) * Real.exp (-(a * ‖R‖) ^ 2) * inner ℝ v u) 0 := by
  have hpi : √π ≠ 0 := by positivity
  have hn : 0 < ‖R‖ := norm_pos_iff.mpr hR
  -- first derivative along `u` at any point off the origin
  have hgrad : ∀ x : Space, x ≠ 0 → deriv (fun t : ℝ => cloud a ‖x + t • u‖) 0 =
      deriv (cloud a) ‖x‖ / ‖x‖ * inner ℝ x u := by
    intro x hx
    have h : HasDerivAt (cloud a) (deriv (cloud a) ‖x‖) ‖x + (0 : ℝ) • u‖ := by
      rw [zero_smul, add_zero]
      exact (hasDerivAt_cloud a (norm_ne_zero_iff.mpr hx)).differentiableAt.hasDerivAt
    exact (HasDerivAt.comp (h := fun t : ℝ => ‖x + t • u‖) 0 h
      (hasDerivAt_norm_line hx u)).deriv.trans (by ring)
  -- second derivative along `v` by the product rule
  have hg : HasDerivAt (fun s => deriv (cloud a) s / s)
      (3 / ‖R‖ ^ 3 * damping (a * ‖R‖) / ‖R‖) ‖R + (0 : ℝ) • v‖ := by
    rw [zero_smul, add_zero]
    exact hasDerivAt_cloud_ratio a hn
  have h1 := HasDerivAt.comp (h := fun s : ℝ => ‖R + s • v‖) 0 hg (hasDerivAt_norm_line hR v)
  have h2 : HasDerivAt (fun s : ℝ => inner ℝ (R + s • v) u) (inner ℝ v u) 0 := by
    have e : (fun s : ℝ => inner ℝ (R + s • v) u) =
        fun s : ℝ => inner ℝ R u + s * inner ℝ v u := by
      funext s
      rw [inner_add_left, real_inner_smul_left]
    rw [e]
    exact (((hasDerivAt_id' (0 : ℝ)).mul_const _).const_add _).congr_deriv (one_mul _)
  have hc : Continuous (fun s : ℝ => R + s • v) := by fun_prop
  refine ((h1.fun_mul h2).congr_deriv ?_).congr_of_eventuallyEq ?_
  · simp only [Function.comp_apply, zero_smul, add_zero]
    rw [(hasDerivAt_cloud a hn.ne').deriv]
    unfold damping
    generalize Real.exp (-(a * ‖R‖) ^ 2) = E
    generalize erf (a * ‖R‖) = F
    field_simp
    ring
  · filter_upwards [hc.continuousAt.eventually_ne (by simpa using hR)] with s hs
    exact hgrad (R + s • v) hs
```

**Q:** The last term is not damped dipolar coupling. Doesn't it change \(D\)?

**A:** It is proportional to the identity tensor, so it shifts all three triplet levels equally and drops out of the parallel-minus-perpendicular difference. The full magnetic interaction has a further isotropic term, from the Laplacian of \(\varphi\), which drops out in the same way. Taking \(\mathbf u=\mathbf v\) as a unit vector first along \(\mathbf R\) and then across it, the difference is \(3f(ar)/r^3\), in agreement with the radial formula.

**Q:** What exactly does the final theorem say about \(D\)?

**A:** For \(a,r>0\) and \(C\ne0\), it says three things, joined by `∧`:

\[
D_{\text{point}}=-\frac{3C}{2r^3},\qquad
D_{\text{cloud}}=f(ar)\,D_{\text{point}},\qquad
|D_{\text{cloud}}|<|D_{\text{point}}|.
\]

The point value comes from the same functional: for \(\varphi=1/r\), \(\varphi'/r=-1/r^3\), whose derivative is \(3/r^4\). In the proof, `hP` is this value and `hS` is the ratio. The inequality follows from \(0<f(ar)<1\) once \(D_{\text{point}}\ne0\), which is where \(C\ne0\) enters: without coupling, both splittings vanish and neither is smaller.

```lean
/-- For `a, r > 0` and `C ≠ 0`, the potential `1/r` gives `D = -3C/(2r³)`, and Gaussian clouds give
this value times the damping factor at `a r`, which is strictly smaller in magnitude. -/
theorem delocalization_reduces_D {C a r : ℝ} (hC : C ≠ 0) (ha : 0 < a) (hr : 0 < r) :
    axialD C (fun s => s⁻¹) r = -(3 * C) / (2 * r ^ 3) ∧
    axialD C (cloud a) r = damping (a * r) * axialD C (fun s => s⁻¹) r ∧
    |axialD C (cloud a) r| < |axialD C (fun s => s⁻¹) r| := by
  have hcancel : ∀ x : ℝ, r * (x / r) = x := fun x => by field_simp
  have hp : HasDerivAt (fun s : ℝ => deriv (fun t : ℝ => t⁻¹) s / s) (3 / r ^ 3 / r) r := by
    have e : (fun s : ℝ => deriv (fun t : ℝ => t⁻¹) s / s) = fun s : ℝ => -1 / s ^ 3 := by
      funext s
      rw [deriv_inv]
      ring
    rw [e]
    refine ((hasDerivAt_const r (-1 : ℝ)).fun_div (hasDerivAt_pow 3 r)
      (pow_ne_zero 3 hr.ne')).congr_deriv ?_
    rw [show (3 : ℝ) / r ^ 3 / r = 3 / r ^ 4 by ring,
      div_eq_div_iff (by positivity) (by positivity)]
    push_cast
    ring
  have hP : axialD C (fun s => s⁻¹) r = -(3 * C) / (2 * r ^ 3) := by
    unfold axialD
    rw [hp.deriv, hcancel]
    ring
  have hS : axialD C (cloud a) r = damping (a * r) * axialD C (fun s => s⁻¹) r := by
    rw [hP]
    unfold axialD
    rw [(hasDerivAt_cloud_ratio a hr).deriv, hcancel]
    ring
  refine ⟨hP, hS, ?_⟩
  -- the damping factor is a positive number below one
  have hf := damping_mem_Ioo (mul_pos ha hr)
  have hpos : 0 < |axialD C (fun s => s⁻¹) r| := by
    rw [hP]
    exact abs_pos.mpr (div_ne_zero (neg_ne_zero.mpr (mul_ne_zero three_ne_zero hC))
      (by positivity))
  rw [hS, abs_mul, abs_of_pos hf.1]
  exact mul_lt_of_lt_one_left hpos hf.2

end

end SpinSpinDelocalization
```

```lean
#print axioms SpinSpinDelocalization.cloud_dipolar_tensor
#print axioms SpinSpinDelocalization.delocalization_reduces_D
```

```
'SpinSpinDelocalization.cloud_dipolar_tensor' depends on axioms: [propext, Classical.choice, Quot.sound]
'SpinSpinDelocalization.delocalization_reduces_D' depends on axioms: [propext, Classical.choice, Quot.sound]
```

**Q:** And what may I conclude for a real triplet?

**A:** If its two spins are well described by spherical Gaussian clouds and the exchange contribution to the pair density is negligible, the point-dipole formula at the distance between their centres overestimates the magnitude of the spin–spin part of \(D\), by the factor \(1/f(ar)\). In a molecule where delocalization also moves the centres or reshapes the clouds, this comparison at fixed distance doesn't settle the direction of the change.
